# Bonding a fragment at either of two isospectral sites gives the same Hückel characteristic polynomial

## Fragments, deleted sites and joined molecules

A fragment is a square matrix $A$ with entries in a commutative ring $R$ and rows and columns labelled by a finite set $m$ of sites. In Hückel theory $R$ is the real numbers and each site carries one orbital. With the Coulomb integral $\alpha$ as the zero of energy and a reference resonance integral $\beta_0$ as the unit, an off-diagonal entry is the relative strength of a bond and a diagonal entry is a heteroatom shift. An eigenvalue $x$ of $A$ then stands for the orbital energy $\alpha + \beta_0 x$. A second fragment $B$ has its sites in a finite set $n$. The ring is general, and the matrices need not be symmetric.

In Lean 4 with Mathlib:

```lean
import Mathlib

open Matrix Polynomial

namespace HueckelIsospectralSites

variable {R m n : Type*} [CommRing R] [Fintype m] [DecidableEq m] [Fintype n] [DecidableEq n]
```

Deleting site $u$ removes its row and column. The result is written $A-u$, and its sites are the $i \in m$ with $i \neq u$.

```lean
/-- The Hueckel matrix of a fragment after site `u` has been deleted. -/
def deleteSite (A : Matrix m m R) (u : m) : Matrix {i // ¬ i = u} {i // ¬ i = u} R :=
  A.submatrix Subtype.val Subtype.val
```

The joined molecule has one bond of strength $\beta$ between site $u$ of $A$ and site $w$ of $B$:

$$J_u = \begin{pmatrix} A & \beta E_{uw} \\ \beta E_{wu} & B \end{pmatrix},$$

where $E_{uw}$ has a single entry 1, at position $(u,w)$. The unit bond is $\beta = 1$. The same $\beta$ stands in both places, as for a real resonance integral.

```lean
/-- The molecule made of fragments `A` and `B` with one bond of strength `β`
between site `u` of `A` and site `w` of `B`. -/
def joinAt (A : Matrix m m R) (B : Matrix n n R) (u : m) (w : n) (β : R) :
    Matrix (m ⊕ n) (m ⊕ n) R :=
  fromBlocks A (Matrix.single u w β) (Matrix.single w u β) B
```

The disjoint union `m ⊕ n` labels the sites of the molecule, with `Sum.inl` marking those of $A$ and `Sum.inr` those of $B$.

The characteristic polynomial is $\chi_A(x) = \det(xI - A)$, which presupposes orthonormal site orbitals, without overlap. Two sites $u$ and $v$ of $A$ are called isospectral if $\chi_{A-u} = \chi_{A-v}$.

```lean
/-- Two sites are isospectral if deleting either one leaves the same characteristic
polynomial. -/
def IsospectralSites (A : Matrix m m R) (u v : m) : Prop :=
  (deleteSite A u).charpoly = (deleteSite A v).charpoly
```

For real symmetric matrices, equal characteristic polynomials mean equal orbital energies with equal degeneracies.

## Deletion as a pinned row

Let $M$ be a square matrix on $m$, and replace its row $u$ by the unit vector $e_u$. With $u$ listed first, the new matrix is

$$\begin{pmatrix} 1 & 0 \\ * & M-u \end{pmatrix},$$

which is block triangular, so its determinant is $\det(M-u)$.

```lean
/-- Replacing row `u` by the unit vector at `u` gives the determinant of the matrix with
site `u` deleted. -/
theorem det_pinned_row (M : Matrix m m R) (u : m) :
    (M.updateRow u (Pi.single u 1)).det = (deleteSite M u).det := by
  have h1 : toSquareBlockProp (M.updateRow u (Pi.single u 1)) (fun i => i = u) = 1 := by
    ext ⟨i, hi⟩ ⟨j, hj⟩
    change i = u at hi
    change j = u at hj
    subst hi
    subst hj
    simp [toSquareBlockProp_def]
  have h2 : toSquareBlockProp (M.updateRow u (Pi.single u 1)) (fun i => ¬ i = u)
      = deleteSite M u := by
    ext ⟨i, hi⟩ ⟨j, hj⟩
    change M.updateRow u _ i j = M i j
    rw [updateRow_ne hi]
  have hone : ∀ _F : Fintype {i : m // i = u},
      (1 : Matrix {i : m // i = u} {i : m // i = u} R).det = 1 := fun _ => det_one
  rw [twoBlockTriangular_det' (M.updateRow u (Pi.single u 1)) (fun i => i = u)
    (by
      intro i hi j hj
      change i = u at hi
      rw [hi, updateRow_self]
      exact Pi.single_eq_of_ne hj 1), h1, h2, hone, one_mul]
```

Here `h1` and `h2` identify the two diagonal blocks, and `twoBlockTriangular_det'` multiplies their determinants. If $u$ is the only site, $M-u$ is the empty matrix, with determinant 1.

## The determinant of two linked blocks

Let $N$ be a square matrix on $n$, and link $M$ and $N$ by an entry $s$ at $(u,w)$ and at $(w,u)$. Write $D(x,y)$ for the determinant of the block-diagonal matrix of $M$ and $N$ after its row $u$ has been replaced by $x$ and its row $w$ by $y$. With $M_u$ and $N_w$ for the original rows, the linked matrix has the rows

$$x = (M_u, 0) + s\,(0, e_w), \qquad y = (0, N_w) + s\,(e_u, 0).$$

Since $D$ is linear in each argument, the determinant is a sum of four terms:

- $D\big((M_u,0),(0,N_w)\big) = \det M \det N$, since nothing has been changed.
- $s\,D\big((M_u,0),(e_u,0)\big) = 0$, since the matrix is block triangular and its $N$ block has a zero row.
- $s\,D\big((0,e_w),(0,N_w)\big) = 0$, since the matrix is block triangular and its $M$ block has a zero row.
- $s^2 D\big((0,e_w),(e_u,0)\big) = -s^2 D\big((e_u,0),(0,e_w)\big) = -s^2 \det(M-u)\det(N-w)$, by exchanging the two rows and using the pinned-row result in each block.

The sum is

$$\det M \det N - s^2 \det(M-u)\det(N-w).$$

No matrix is inverted, so the formula also holds when $M$ or $N$ is singular.

```lean
/-- The determinant of two blocks linked by one symmetric pair of entries `s`, written with
the determinants of the blocks and of the blocks with the linked sites deleted. -/
theorem det_linked (M : Matrix m m R) (N : Matrix n n R) (u : m) (w : n) (s : R) :
    (fromBlocks M (Matrix.single u w s) (Matrix.single w u s) N).det
      = M.det * N.det - s ^ 2 * ((deleteSite M u).det * (deleteSite N w).det) := by
  -- `D x y` is the determinant with the two linked rows replaced by `x` and `y`
  obtain ⟨D, hD⟩ : ∃ D : (m ⊕ n → R) → (m ⊕ n → R) → R, ∀ x y, D x y =
      (((fromBlocks M 0 0 N).updateRow (Sum.inl u) x).updateRow (Sum.inr w) y).det :=
    ⟨_, fun _ _ => rfl⟩
  have hc : ∀ x y : m ⊕ n → R,
      ((fromBlocks M 0 0 N).updateRow (Sum.inl u) x).updateRow (Sum.inr w) y
      = ((fromBlocks M 0 0 N).updateRow (Sum.inr w) y).updateRow (Sum.inl u) x := by
    intro x y
    ext i j
    rcases i with i | i <;> simp [updateRow_apply]
  have hy : ∀ x y z, D x (y + z) = D x y + D x z := by
    intro x y z
    simp only [hD, det_updateRow_add]
  have hx : ∀ x y z, D (x + y) z = D x z + D y z := by
    intro x y z
    simp only [hD, hc, det_updateRow_add]
  have hsy : ∀ (c : R) x y, D x (c • y) = c * D x y := by
    intro c x y
    simp only [hD, det_updateRow_smul]
  have hsx : ∀ (c : R) x y, D (c • x) y = c * D x y := by
    intro c x y
    simp only [hD, hc, det_updateRow_smul]
  have hz : ∀ x, D x x = 0 := by
    intro x
    rw [hD]
    refine det_zero_of_row_eq (show (Sum.inl u : m ⊕ n) ≠ Sum.inr w by simp) ?_
    funext j
    simp [updateRow_apply]
  -- exchanging the two rows changes the sign
  have hswap : ∀ x y, D x y + D y x = 0 := by
    intro x y
    have h := hz (x + y)
    simp only [hx, hy, hz] at h
    linear_combination h
  have hv : ∀ x₁ x₂ y₁ y₂, D (Sum.elim x₁ x₂) (Sum.elim y₁ y₂) =
      (fromBlocks (M.updateRow u x₁) ((0 : Matrix m n R).updateRow u x₂)
        ((0 : Matrix n m R).updateRow w y₁) (N.updateRow w y₂)).det := by
    intro x₁ x₂ y₁ y₂
    rw [hD]
    refine congrArg det ?_
    ext (i | i) (j | j) <;> simp [updateRow_apply]
  have z₁ : (0 : Matrix m n R).updateRow u 0 = 0 := by
    ext i j
    simp [updateRow_apply]
  have z₂ : (0 : Matrix n m R).updateRow w 0 = 0 := by
    ext i j
    simp [updateRow_apply]
  have dM : (M.updateRow u 0).det = 0 :=
    det_eq_zero_of_row_eq_zero u (by intro j; simp [updateRow_apply])
  have dN : (N.updateRow w 0).det = 0 :=
    det_eq_zero_of_row_eq_zero w (by intro j; simp [updateRow_apply])
  have h1 : D (Sum.elim (M u) 0) (Sum.elim 0 (N w)) = M.det * N.det := by
    rw [hv, z₁, z₂, updateRow_eq_self, updateRow_eq_self, det_fromBlocks_zero₁₂]
  have h2 : D (Sum.elim (M u) 0) (Sum.elim (Pi.single u 1) 0) = 0 := by
    rw [hv, z₁, det_fromBlocks_zero₁₂, dN, mul_zero]
  have h3 : D (Sum.elim 0 (Pi.single w 1)) (Sum.elim 0 (N w)) = 0 := by
    rw [hv, z₂, det_fromBlocks_zero₂₁, dM, zero_mul]
  have h4 : D (Sum.elim (Pi.single u 1) 0) (Sum.elim 0 (Pi.single w 1))
      = (deleteSite M u).det * (deleteSite N w).det := by
    rw [hv, z₁, z₂, det_fromBlocks_zero₁₂, det_pinned_row, det_pinned_row]
  have hJ : (fromBlocks M (Matrix.single u w s) (Matrix.single w u s) N).det
      = D (Sum.elim (M u) 0 + s • Sum.elim (0 : m → R) (Pi.single w 1))
          (Sum.elim (0 : m → R) (N w) + s • Sum.elim (Pi.single u 1) 0) := by
    rw [hD]
    refine congrArg det ?_
    ext (i | i) (j | j) <;>
      simp [updateRow_apply, Matrix.single_apply, Pi.single_apply] <;> grind
  rw [hJ]
  simp only [hx, hy, hsx, hsy]
  linear_combination h1 + s * h2 + s * h3 - s ^ 2 * h4 +
    s ^ 2 * hswap (Sum.elim 0 (Pi.single w 1)) (Sum.elim (Pi.single u 1) 0)
```

The facts `hx`, `hy`, `hsx` and `hsy` state the linearity of `D`. The sign rule `hswap` comes from expanding $D(x+y,x+y)=0$. The four terms are `h1` to `h4`, each brought to block form by `hv`. The decomposition of the linked rows is `hJ`, and the last `linear_combination` adds everything up.

## The characteristic polynomial of the joined molecule

The determinant formula is to be applied to $xI - J_u$. This needs the fact that deleting a site from $xI - A$ gives $xI - (A-u)$: diagonal entries remain diagonal, and off-diagonal entries remain off-diagonal.

```lean
/-- Deleting a site commutes with forming the characteristic matrix. -/
theorem charmatrix_deleteSite (A : Matrix m m R) (u : m) :
    charmatrix (deleteSite A u) = deleteSite (charmatrix A) u := by
  refine Matrix.ext fun i j => ?_
  by_cases h : i = j
  · subst h
    simp [deleteSite]
  · have h' : ¬ (i : m) = (j : m) := fun e => h (Subtype.ext e)
    simp [deleteSite, h, h']
```

The off-diagonal blocks of $xI - J_u$ carry $s = -\beta$, and the sign disappears on squaring:

$$\chi_{J_u} = \chi_A\,\chi_B - \beta^2\,\chi_{A-u}\,\chi_{B-w}.$$

```lean
/-- The characteristic polynomial of the joined molecule is the product for the separate
fragments minus `β ^ 2` times the product for the fragments with the bonded sites deleted. -/
theorem joinAt_charpoly (A : Matrix m m R) (B : Matrix n n R) (u : m) (w : n) (β : R) :
    (joinAt A B u w β).charpoly = A.charpoly * B.charpoly
      - C β ^ 2 * ((deleteSite A u).charpoly * (deleteSite B w).charpoly) := by
  have hJ : charmatrix (joinAt A B u w β) = fromBlocks (charmatrix A)
      (Matrix.single u w (-C β)) (Matrix.single w u (-C β)) (charmatrix B) := by
    rw [joinAt, charmatrix_fromBlocks]
    congr 1 <;>
    · refine Matrix.ext fun i j => ?_
      simp only [Matrix.neg_apply, Matrix.map_apply, Matrix.single_apply]
      split_ifs <;> simp
  simp only [Matrix.charpoly, hJ, det_linked, charmatrix_deleteSite]
  ring
```

In the code `C β` is $\beta$ regarded as a constant polynomial, and `hJ` writes the characteristic matrix of the molecule in the linked form.

## Exchanging the attachment site

The site $u$ enters this formula only through $\chi_{A-u}$. If $\chi_{A-u} = \chi_{A-v}$, then

$$\chi_{J_u} = \chi_A\,\chi_B - \beta^2\,\chi_{A-v}\,\chi_{B-w} = \chi_{J_v}.$$

This holds for every partner $B$, every site $w$ of it and every bond strength $\beta$.

```lean
/-- If `u` and `v` are isospectral sites of `A`, bonding any fragment `B` through its site `w`
to `u` or to `v` gives molecules with the same characteristic polynomial. -/
theorem joinAt_isospectral {A : Matrix m m R} {u v : m} (h : IsospectralSites A u v)
    (B : Matrix n n R) (w : n) (β : R) :
    (joinAt A B u w β).charpoly = (joinAt A B v w β).charpoly := by
  unfold IsospectralSites at h
  rw [joinAt_charpoly, joinAt_charpoly, h]
```

The proof rewrites both sides with `joinAt_charpoly` and substitutes the hypothesis. When no symmetry of $A$ takes $u$ to $v$, the two molecules can differ in structure. Within this non-interacting model with one orbital per site, such a pair shows that the orbital energies need not determine how the atoms are connected. The theorem concerns a single connecting bond and makes no statement about orbital coefficients or charges, which may differ between the two molecules.

## One partner is enough for the converse

Suppose that $\chi_{J_u} = \chi_{J_v}$ for a single choice of $B$ and $w$. Subtracting the two formulas gives

$$\beta^2\,(\chi_{A-u} - \chi_{A-v})\,\chi_{B-w} = 0.$$

The polynomial $\chi_{B-w}$ has leading coefficient 1, so it can be cancelled over any commutative ring. What remains is $\beta^2(\chi_{A-u} - \chi_{A-v}) = 0$. If $\beta$ is not a zero divisor, it can be cancelled twice from each coefficient, and $u$ and $v$ are isospectral. For real numbers the condition on $\beta$ is $\beta \neq 0$, which says that the fragments really are bonded.

```lean
/-- Conversely, if one fragment `B`, attached by a bond that is not a zero divisor, gives the
same characteristic polynomial at `u` and at `v`, then the two sites are isospectral. -/
theorem isospectralSites_of_joinAt {A : Matrix m m R} {u v : m} (B : Matrix n n R) (w : n)
    {β : R} (hβ : ∀ x, β * x = 0 → x = 0)
    (h : (joinAt A B u w β).charpoly = (joinAt A B v w β).charpoly) :
    IsospectralSites A u v := by
  rw [joinAt_charpoly, joinAt_charpoly] at h
  have h1 : (C β ^ 2 * ((deleteSite A u).charpoly - (deleteSite A v).charpoly))
      * (deleteSite B w).charpoly = 0 := by
    linear_combination (-1) * h
  -- the monic polynomial of the partner fragment can be cancelled
  have h2 : C β ^ 2 * ((deleteSite A u).charpoly - (deleteSite A v).charpoly) = 0 := by
    apply (charpoly_monic (deleteSite B w)).isRegular.right
    change _ * _ = 0 * _
    rw [h1, zero_mul]
  unfold IsospectralSites
  ext k
  have h3 := congrArg (fun p => coeff p k) h2
  simp only [← C_pow, coeff_C_mul, coeff_sub, coeff_zero] at h3
  exact sub_eq_zero.mp (hβ _ (hβ _ (by linear_combination h3)))
```

The hypothesis `hβ` expresses the condition on $\beta$. The step `h2` cancels the monic factor, and the last line applies `hβ` twice to the coefficient of $x^k$.

## A four-site chain with unequal bonds

Take a chain of sites 0, 1, 2, 3 with successive bond strengths $a$, $b$, $c$ and zero diagonal.

```lean
/-- The Hueckel matrix of a four-site chain with successive bond strengths `a`, `b`, `c`. -/
def bondChain (a b c : R) : Matrix (Fin 4) (Fin 4) R :=
  !![0, a, 0, 0; a, 0, b, 0; 0, b, 0, c; 0, 0, c, 0]
```

Deleting one site leaves three. For a three-site chain with bonds $p$ and $q$, expansion of the determinant gives

$$\det\begin{pmatrix} x & -p & 0 \\ -p & x & -q \\ 0 & -q & x \end{pmatrix} = x(x^2 - q^2) - p^2 x = x^3 - (p^2+q^2)\,x.$$

```lean
/-- The characteristic polynomial of a three-site chain with bond strengths `p` and `q`. -/
theorem three_chain_charpoly (p q : R) :
    (!![0, p, 0; p, 0, q; 0, q, 0] : Matrix (Fin 3) (Fin 3) R).charpoly
      = X ^ 3 - C (p ^ 2 + q ^ 2) * X := by
  rw [Matrix.charpoly, det_fin_three]
  simp
  ring
```

Without site 0 the chain keeps the bonds $b$ and $c$, so its polynomial is $x^3 - (b^2+c^2)x$. Without site 2 it keeps the bond $a$ and an isolated site, which is the case $p=a$, $q=0$, with polynomial $x^3 - a^2x$. The two agree if $a^2 = b^2 + c^2$. Physically, this is a tuned pattern of bond strengths in which the squared coupling of one end bond equals the sum of the other two squares. A real chain with equal nonzero bonds does not satisfy it.

```lean
/-- In a four-site chain with `a ^ 2 = b ^ 2 + c ^ 2`, the end site `0` and the inner site `2`
are isospectral. -/
theorem bondChain_isospectral {a b c : R} (h : a ^ 2 = b ^ 2 + c ^ 2) :
    IsospectralSites (bondChain a b c) 0 2 := by
  have hd : ∀ u : Fin 4, (deleteSite (bondChain a b c) u).charpoly
      = ((bondChain a b c).submatrix u.succAbove u.succAbove).charpoly := fun u =>
    (charpoly_reindex (finSuccAboveEquiv u).symm (deleteSite (bondChain a b c) u)).symm
  have h0 : (bondChain a b c).submatrix (Fin.succAbove 0) (Fin.succAbove 0)
      = !![0, b, 0; b, 0, c; 0, c, 0] := by
    ext i j
    fin_cases i <;> fin_cases j <;> rfl
  have h2 : (bondChain a b c).submatrix (Fin.succAbove 2) (Fin.succAbove 2)
      = !![0, a, 0; a, 0, 0; 0, 0, 0] := by
    ext i j
    fin_cases i <;> fin_cases j <;> rfl
  have e : a ^ 2 + (0 : R) ^ 2 = b ^ 2 + c ^ 2 := by linear_combination h
  unfold IsospectralSites
  rw [hd, hd, h0, h2, three_chain_charpoly, three_chain_charpoly, e]
```

The step `hd` relabels the three remaining sites as 0, 1, 2. Then `h0` and `h2` write out the two matrices, and `three_chain_charpoly` gives their polynomials.

The integers 5, 3, 4 satisfy the condition, since $25 = 9 + 16$.

```lean
/-- The chain with bond strengths 5, 3, 4 has the isospectral sites `0` and `2`. -/
theorem isospectralSites_witness : IsospectralSites (bondChain (5 : ℤ) 3 4) 0 2 :=
  bondChain_isospectral (by norm_num)

end HueckelIsospectralSites
```

```lean
#print axioms HueckelIsospectralSites.joinAt_isospectral
#print axioms HueckelIsospectralSites.isospectralSites_of_joinAt
```

```
'HueckelIsospectralSites.joinAt_isospectral' depends on axioms: [propext, Classical.choice, Quot.sound]
'HueckelIsospectralSites.isospectralSites_of_joinAt' depends on axioms: [propext, Classical.choice, Quot.sound]
```

## A fifth site on the 5, 3, 4 chain

For $a=5$, $b=3$, $c=4$ the chain has

$$\chi_A = x^4 - (25+9+16)\,x^2 + 25\cdot 16 = x^4 - 50x^2 + 400,$$

and both deletions give $x^3 - 25x$. Let $B$ be a single site with diagonal entry 0, so that $\chi_B = x$ and $\chi_{B-w} = 1$, and take $\beta = 1$. At either site the formula gives

$$x\,(x^4 - 50x^2 + 400) - (x^3 - 25x) = x^5 - 51x^3 + 425x.$$

Attachment at site 0 produces an unbranched chain of five sites with bonds 1, 5, 3, 4. Attachment at site 2 produces a branched molecule in which site 2 has three neighbours. Their five orbital energies coincide: $x = 0$ and the four values with $x^2 = (51 \pm \sqrt{901})/2$.
